# An exponential bound on Hückel bond orders when no level lies near zero energy

In a Hückel molecule, electrons hop only between bonded atoms, yet an occupied orbital can extend over many atoms. Two atoms many bonds apart can therefore still have a nonzero bond order. How large can it be?

Let \(H\) be a real symmetric Hamiltonian on finitely many sites, with \(H_{ij}=0\) between distinct nonadjacent sites of a graph. Let its levels satisfy \(a\le|\varepsilon_k|\le b\) with \(a>0\): no level comes closer than \(a\) to the zero of energy, and none lies further away than \(b\). With every negative level doubly filled, distinct sites at graph distance \(d\) have bond order

\[ |P_{ij}|\le \frac ba\,r^{\lfloor d/2\rfloor},\qquad r=\frac{b^2-a^2}{b^2+a^2}<1. \]

For non-interacting electrons with a known gap around zero, this limits the size of the density-matrix elements discarded by a cutoff in the number of bonds. It is only an upper bound: the actual decay can be much faster, especially when \(a\ll b\).

```lean
import Mathlib

open Finset

namespace HueckelBondOrderDecay

noncomputable section
```

## A polynomial substitute for the sign function

Off the diagonal, \(P\) will turn out to be minus the sign function of \(H\). Since \(\operatorname{sgn}x=x\,(x^2)^{-1/2}\), a polynomial approximation to the inverse square root is needed. The Taylor coefficients of \((1-y)^{-1/2}\) are

\[ q_0=1,\qquad q_{k+1}=q_k\,\frac{k+1/2}{k+1}. \]

```lean
/-- Taylor coefficients of `(1 - y)^(-1/2)` at `y = 0`, given by their recursion. -/
def invSqrtCoeff : ℕ → ℝ
  | 0 => 1
  | k + 1 => invSqrtCoeff k * (((k : ℝ) + 1 / 2) / ((k : ℝ) + 1))
```

The sum of the first \(m\) terms is \(S_m(y)=\sum_{l<m}q_l\,y^l\).

```lean
/-- The first `m` terms of the Taylor series of `(1 - y)^(-1/2)`. -/
def invSqrtSum (m : ℕ) (y : ℝ) : ℝ := ∑ l ∈ range m, invSqrtCoeff l * y ^ l
```

Differentiating \(\sqrt{1-y}\,S_{n+1}\) gives \(\big[(1-y)S_{n+1}'-\tfrac12S_{n+1}\big]/\sqrt{1-y}\). In the bracket, the coefficient of \(y^l\) for \(l<n\) is \((l+1)q_{l+1}-(l+\tfrac12)q_l=0\). Only \(l=n\) survives:

\[ \frac{d}{dy}\Big[\sqrt{1-y}\,S_{n+1}(y)\Big]=-\frac{(n+1)\,q_{n+1}\,y^n}{\sqrt{1-y}}. \]

Lean reaches this by induction, adding one Taylor term at a time.

```lean
/-- For `y < 1`, the derivative of `√(1 - y)` times the Taylor sum with `n + 1` terms is
a single monomial divided by `√(1 - y)`. -/
theorem hasDerivAt_sqrt_mul_sum (n : ℕ) {y : ℝ} (hy : y < 1) :
    HasDerivAt (fun t => √(1 - t) * invSqrtSum (n + 1) t)
      (-(((n : ℝ) + 1) * invSqrtCoeff (n + 1) * y ^ n / √(1 - y))) y := by
  have hpos : 0 < 1 - y := by linarith
  have hne : √(1 - y) ≠ 0 := (Real.sqrt_pos.2 hpos).ne'
  have hs : HasDerivAt (fun t : ℝ => √(1 - t)) (-1 / (2 * √(1 - y))) y := by
    have h1 : HasDerivAt (fun t : ℝ => 1 - t) (-1) y := by
      simpa using (hasDerivAt_id' y).const_sub 1
    exact h1.sqrt hpos.ne'
  have hs' : √(1 - y) = (1 - y) / √(1 - y) := by
    rw [eq_div_iff hne, Real.mul_self_sqrt hpos.le]
  induction n with
  | zero =>
    have e : (fun t => √(1 - t) * invSqrtSum (0 + 1) t) = fun t => √(1 - t) := by
      funext t
      simp [invSqrtSum, invSqrtCoeff]
    rw [e]
    refine hs.congr_deriv ?_
    simp only [invSqrtCoeff, Nat.cast_zero, pow_zero]
    ring
  | succ n ih =>
    have hp : HasDerivAt (fun t : ℝ => invSqrtCoeff (n + 1) * t ^ (n + 1))
        (invSqrtCoeff (n + 1) * (((n : ℝ) + 1) * y ^ n)) y :=
      ((hasDerivAt_pow (n + 1) y).const_mul _).congr_deriv (by simp)
    have e : (fun t => √(1 - t) * invSqrtSum (n + 1 + 1) t) = fun t =>
        √(1 - t) * invSqrtSum (n + 1) t + √(1 - t) * (invSqrtCoeff (n + 1) * t ^ (n + 1)) := by
      funext t
      simp only [invSqrtSum]
      rw [sum_range_succ _ (n + 1)]
      ring
    have hc : ((n : ℝ) + 1 + 1) * invSqrtCoeff (n + 1 + 1)
        = ((n : ℝ) + 1 + 1 / 2) * invSqrtCoeff (n + 1) := by
      have h0 : (n : ℝ) + 1 + 1 ≠ 0 := by positivity
      rw [invSqrtCoeff.eq_2 (n + 1), Nat.cast_add, Nat.cast_one, mul_left_comm,
        mul_div_assoc', mul_div_cancel_left₀ _ h0, mul_comm]
    rw [e]
    refine (ih.fun_add (hs.fun_mul hp)).congr_deriv ?_
    push_cast
    linear_combination (invSqrtCoeff (n + 1) * ((n : ℝ) + 1) * y ^ n) * hs'
      + y ^ (n + 1) / √(1 - y) * hc
```

Now let \(|y|\le r<1\) and follow \(1-\sqrt{1-sy}\,S_{n+1}(sy)\) from \(s=0\), where it vanishes, to \(s=1\). Since \(0\le q_k\le1\), its derivative in \(s\) is at most \((n+1)s^n r^{n+1}/\sqrt{1-r}\) in modulus. Integration gives, with \(m=n+1\),

\[ |1-\sqrt{1-y}\,S_m(y)|\le\frac{r^m}{\sqrt{1-r}}. \]

For \(m=0\) this reads \(1\le1/\sqrt{1-r}\). The code replaces the integral by a mean value inequality, named `key`.

```lean
/-- For `|y| ≤ r < 1`, the Taylor sum with `m` terms inverts `√(1 - y)` up to an error
of at most `r ^ m / √(1 - r)`. -/
theorem invSqrtSum_error (m : ℕ) {y r : ℝ} (hy : |y| ≤ r) (hr : r < 1) :
    |1 - √(1 - y) * invSqrtSum m y| ≤ r ^ m / √(1 - r) := by
  have hr0 : 0 ≤ r := (abs_nonneg y).trans hy
  have hK : 0 < √(1 - r) := Real.sqrt_pos.2 (by linarith)
  have hcoef : ∀ k, 0 ≤ invSqrtCoeff k ∧ invSqrtCoeff k ≤ 1 := by
    intro k
    induction k with
    | zero => simp [invSqrtCoeff]
    | succ k ih =>
      have h0 : 0 ≤ ((k : ℝ) + 1 / 2) / ((k : ℝ) + 1) := by positivity
      have h1 : ((k : ℝ) + 1 / 2) / ((k : ℝ) + 1) ≤ 1 :=
        (div_le_one (by positivity)).2 (by linarith)
      exact ⟨mul_nonneg ih.1 h0, mul_le_one₀ ih.2 h0 h1⟩
  have aux : ∀ {p q K L : ℝ}, 0 ≤ q → p ≤ q → 0 < K → K ≤ L → p / L ≤ q / K := by
    intro p q K L _ _ _ _
    gcongr
  cases m with
  | zero =>
    have h : √(1 - r) ≤ 1 := Real.sqrt_le_iff.2 ⟨by norm_num, by linarith⟩
    rw [le_div_iff₀ hK]
    simpa [invSqrtSum] using h
  | succ n =>
    have hsy : ∀ s ∈ Set.Icc (0 : ℝ) 1, s * y ≤ r := fun s hs =>
      (mul_le_mul_of_nonneg_left ((le_abs_self y).trans hy) hs.1).trans
        (mul_le_of_le_one_left hr0 hs.2)
    -- follow the error along the segment from `0` to `y`
    have hd : ∀ s ∈ Set.Icc (0 : ℝ) 1,
        HasDerivAt (fun s => 1 - √(1 - s * y) * invSqrtSum (n + 1) (s * y))
          (((n : ℝ) + 1) * invSqrtCoeff (n + 1) * (s * y) ^ n / √(1 - s * y) * y) s := by
      intro s hs
      have h1 : HasDerivAt (fun s : ℝ => s * y) y s := by
        simpa using (hasDerivAt_id' s).mul_const y
      have h2 := (hasDerivAt_sqrt_mul_sum n ((hsy s hs).trans_lt hr)).comp s h1
      exact (h2.const_sub 1).congr_deriv (by ring)
    have key := image_norm_le_of_norm_deriv_right_le_deriv_boundary
      (B := fun s => s ^ (n + 1) * (r ^ (n + 1) / √(1 - r)))
      (B' := fun s => ((n : ℝ) + 1) * s ^ n * (r ^ (n + 1) / √(1 - r)))
      (fun s hs => (hd s hs).continuousAt.continuousWithinAt)
      (fun s hs => (hd s ⟨hs.1, hs.2.le⟩).hasDerivWithinAt)
      (by simp [invSqrtSum, sum_range_succ', invSqrtCoeff])
      (fun s => ((hasDerivAt_pow (n + 1) s).mul_const _).congr_deriv (by simp))
      (by
        intro s hs
        have h0 : 0 ≤ s := hs.1
        have hc := hcoef (n + 1)
        have hc0 := hc.1
        have hc1 := hc.2
        rw [Real.norm_eq_abs, abs_mul, abs_div, abs_mul, abs_pow, abs_mul s y,
          abs_of_nonneg h0, abs_of_nonneg (Real.sqrt_nonneg _),
          abs_of_nonneg (show 0 ≤ ((n : ℝ) + 1) * invSqrtCoeff (n + 1) by positivity)]
        calc _ = ((n : ℝ) + 1) * invSqrtCoeff (n + 1) * (s ^ n * |y| ^ (n + 1))
              / √(1 - s * y) := by ring
          _ ≤ ((n : ℝ) + 1) * 1 * (s ^ n * r ^ (n + 1)) / √(1 - r) :=
            aux (by positivity) (by gcongr) hK
              (Real.sqrt_le_sqrt (by linarith [hsy s ⟨hs.1, hs.2.le⟩]))
          _ = _ := by ring)
    simpa only [one_mul, one_pow, Real.norm_eq_abs] using key ⟨zero_le_one, le_rfl⟩
```

## Orbitals and bond orders

`H.IsHermitian` says that the real matrix is symmetric. The coefficient \(C_{ki}\) of orbital \(k\) on site \(i\) comes from Mathlib's orthonormal eigenvectors.

```lean
variable {V : Type*} [Fintype V] [DecidableEq V] {H : Matrix V V ℝ} {G : SimpleGraph V}

/-- Coefficient of the normalised molecular orbital `k` of `H` on site `i`. -/
def orbital (hH : H.IsHermitian) (k i : V) : ℝ := (hH.eigenvectorBasis k).ofLp i
```

The bond order is \(P_{ij}=2\sum_{\varepsilon_k<0}C_{ki}C_{kj}\). The filling is thus fixed by the energy zero, not by a prescribed electron count. To describe a given closed-shell filling, shift all site energies by the same constant so that zero lies between the highest filled and the lowest empty level.

```lean
/-- Bond order between sites `i` and `j` when every negative level is doubly filled. -/
def bondOrder (hH : H.IsHermitian) (i j : V) : ℝ :=
  2 * ∑ k with hH.eigenvalues k < 0, orbital hH k i * orbital hH k j
```

Because the orbital matrix is orthogonal, \(\sum_kC_{ki}C_{kj}=\delta_{ij}\).

```lean
/-- The molecular orbitals are complete. -/
theorem orbital_complete (hH : H.IsHermitian) (i j : V) :
    ∑ k, orbital hH k i * orbital hH k j = if i = j then 1 else 0 := by
  have h := congrFun (congrFun (Matrix.mem_unitaryGroup_iff.mp hH.eigenvectorUnitary.2) i) j
  simp only [Matrix.mul_apply, Matrix.star_apply, Matrix.one_apply, star_trivial,
    Matrix.IsHermitian.eigenvectorUnitary_apply] at h
  exact h
```

Applying \(HC_k=\varepsilon_kC_k\) repeatedly to this identity gives \((H^n)_{ij}=\sum_k\varepsilon_k^n\,C_{ki}C_{kj}\).

```lean
/-- Powers of the Hamiltonian expanded in molecular orbitals. -/
theorem pow_apply_eq_sum (hH : H.IsHermitian) (n : ℕ) (i j : V) :
    (H ^ n) i j = ∑ k, hH.eigenvalues k ^ n * (orbital hH k i * orbital hH k j) := by
  induction n generalizing i with
  | zero => simp [Matrix.one_apply, orbital_complete]
  | succ n ih =>
    rw [pow_succ', Matrix.mul_apply]
    simp_rw [ih, mul_sum]
    rw [sum_comm]
    refine sum_congr rfl fun k _ => ?_
    have h : ∑ l, H i l * orbital hH k l = hH.eigenvalues k * orbital hH k i :=
      congrFun (hH.mulVec_eigenvectorBasis k) i
    calc _ = (∑ l, H i l * orbital hH k l) * (hH.eigenvalues k ^ n * orbital hH k j) := by
          rw [sum_mul]
          exact sum_congr rfl fun l _ => by ring
      _ = _ := by rw [h]; ring
```

## Locality of powers

Expand \((H^n)_{ij}\) as a sum of products of \(n\) matrix elements. In a nonzero product, each factor either stays on a site or crosses a bond, so \(i\) and \(j\) are joined by a walk of at most \(n\) bonds. The hypothesis `hloc` leaves the diagonal free, so heteroatoms are allowed.

```lean
/-- If `H` vanishes between distinct nonadjacent sites, a nonzero element of `H ^ n`
requires a walk of at most `n` bonds between its two sites. -/
theorem exists_walk_of_pow_ne_zero (hloc : ∀ i j, i ≠ j → ¬ G.Adj i j → H i j = 0)
    (n : ℕ) (i j : V) (h : (H ^ n) i j ≠ 0) : ∃ p : G.Walk i j, p.length ≤ n := by
  induction n generalizing i with
  | zero =>
    have hij : i = j := by
      by_contra hne
      exact h (by simp [hne])
    subst hij
    exact ⟨.nil, le_rfl⟩
  | succ n ih =>
    rw [pow_succ', Matrix.mul_apply] at h
    obtain ⟨l, -, hl⟩ := exists_ne_zero_of_sum_ne_zero h
    obtain ⟨p, hp⟩ := ih l (right_ne_zero_of_mul hl)
    by_cases hil : i = l
    · subst hil
      exact ⟨p, by omega⟩
    · have hadj : G.Adj i l := by
        by_contra hna
        exact left_ne_zero_of_mul hl (hloc i l hil hna)
      exact ⟨.cons hadj p, by simpa using hp⟩
```

## From scalar error to bond order

For \(i\ne j\), subtracting \(\sum_kC_{ki}C_{kj}=0\) from \(P_{ij}\) gives

\[ P_{ij}=\sum_k\sigma_k\,C_{ki}C_{kj},\qquad \sigma_k=\begin{cases}+1&\varepsilon_k<0\\-1&\text{otherwise.}\end{cases} \]

```lean
/-- Between distinct sites the bond order is a sum over all orbitals, negative levels
counted with `+1` and the others with `-1`. -/
theorem bondOrder_eq_sign_sum (hH : H.IsHermitian) {i j : V} (hij : i ≠ j) :
    bondOrder hH i j = ∑ k, (if hH.eigenvalues k < 0 then 1 else -1)
      * (orbital hH k i * orbital hH k j) := by
  have h := orbital_complete hH i j
  rw [if_neg hij] at h
  calc bondOrder hH i j
      = bondOrder hH i j - ∑ k, orbital hH k i * orbital hH k j := by rw [h, sub_zero]
    _ = _ := by
        rw [bondOrder, sum_filter, mul_sum, ← sum_sub_distrib]
        refine sum_congr rfl fun k _ => ?_
        split_ifs <;> ring
```

Put \(c=(a^2+b^2)/2\), \(y_k=1-\varepsilon_k^2/c\) and \(m=\lfloor d/2\rfloor\). Then \(|y_k|\le r=1-a^2/c\), \(\sqrt{1-y_k}=|\varepsilon_k|/\sqrt c\) and \(\sqrt{1-r}=a/\sqrt c\).

The polynomial \(T(x)=(x/\sqrt c)\,S_m(1-x^2/c)\) is zero for \(m=0\) and otherwise has degree \(2m-1<d\). By locality \(\sum_kT(\varepsilon_k)C_{ki}C_{kj}=0\) (`hvan`, `hT`), so it can be added to \(P_{ij}\) freely. Since \(\varepsilon_k=-\sigma_k|\varepsilon_k|\), each level contributes an error (`herr`)

\[ |\sigma_k+T(\varepsilon_k)|=|1-\sqrt{1-y_k}\,S_m(y_k)|\le\frac{\sqrt c}{a}\,r^m. \]

Finally \(|C_{ki}C_{kj}|\le\tfrac12(C_{ki}^2+C_{kj}^2)\), whose sum over \(k\) is 1. Hence \(|P_{ij}|\le(\sqrt c/a)\,r^m\).

In the theorem, `hspec` is the assumed spectral window, `hd` says that every walk from \(i\) to \(j\) has at least \(d\) bonds, and `d / 2` rounds down. The graph need not be connected. The basis is orthonormal and \(H\) is fixed: overlap and self-consistency do not enter, and the gap is an input.

```lean
/-- Let `H` vanish between distinct nonadjacent sites and have all absolute eigenvalues in `[a, b]`,
`a > 0`. If every walk between distinct sites `i`, `j` has at least `d` bonds, their bond order is
at most `√((a² + b²)/2)/a * r ^ ⌊d/2⌋` in modulus, with `r = (b² - a²)/(b² + a²)`. -/
theorem abs_bondOrder_le (hH : H.IsHermitian)
    (hloc : ∀ i j, i ≠ j → ¬ G.Adj i j → H i j = 0) {a b : ℝ} (ha : 0 < a)
    (hspec : ∀ k, a ≤ |hH.eigenvalues k| ∧ |hH.eigenvalues k| ≤ b)
    {i j : V} (hij : i ≠ j) {d : ℕ} (hd : ∀ p : G.Walk i j, d ≤ p.length) :
    |bondOrder hH i j| ≤
      √((a ^ 2 + b ^ 2) / 2) / a * ((b ^ 2 - a ^ 2) / (b ^ 2 + a ^ 2)) ^ (d / 2) := by
  obtain ⟨c, hc⟩ : ∃ c, c = (a ^ 2 + b ^ 2) / 2 := ⟨_, rfl⟩
  have hc0 : 0 < c := by rw [hc]; positivity
  have hac : a ^ 2 / c * c = a ^ 2 := div_mul_cancel₀ _ hc0.ne'
  have hab : a ^ 2 / c + b ^ 2 / c = 2 := by
    rw [← add_div, div_eq_iff hc0.ne']; linarith
  have hr : (b ^ 2 - a ^ 2) / (b ^ 2 + a ^ 2) = 1 - a ^ 2 / c := by
    rw [show b ^ 2 + a ^ 2 = 2 * c by linarith, div_eq_iff (by positivity)]
    linear_combination 2 * hac - 2 * hc
  rw [hr, ← hc]
  -- matrix elements of polynomials of degree below `d` vanish
  have hvan : ∀ l n : ℕ, n + 2 * l < d → ∑ k, hH.eigenvalues k ^ n
      * (1 - hH.eigenvalues k ^ 2 / c) ^ l * (orbital hH k i * orbital hH k j) = 0 := by
    intro l
    induction l with
    | zero =>
      intro n hn
      simp only [pow_zero, mul_one]
      rw [← pow_apply_eq_sum]
      by_contra h
      obtain ⟨p, hp⟩ := exists_walk_of_pow_ne_zero hloc n i j h
      have := hd p
      omega
    | succ l ih =>
      intro n hn
      have h1 := ih n (by omega)
      have h2 := ih (n + 2) (by omega)
      calc _ = (∑ k, hH.eigenvalues k ^ n * (1 - hH.eigenvalues k ^ 2 / c) ^ l
              * (orbital hH k i * orbital hH k j))
            - c⁻¹ * ∑ k, hH.eigenvalues k ^ (n + 2) * (1 - hH.eigenvalues k ^ 2 / c) ^ l
              * (orbital hH k i * orbital hH k j) := by
            rw [mul_sum, ← sum_sub_distrib]
            exact sum_congr rfl fun k _ => by ring
        _ = 0 := by rw [h1, h2, mul_zero, sub_zero]
  have hT : ∑ k, hH.eigenvalues k / √c * invSqrtSum (d / 2) (1 - hH.eigenvalues k ^ 2 / c)
      * (orbital hH k i * orbital hH k j) = 0 := by
    simp only [invSqrtSum, mul_sum, sum_mul]
    rw [sum_comm]
    refine sum_eq_zero fun l hl => ?_
    have hl' := mem_range.1 hl
    rw [← mul_zero (invSqrtCoeff l / √c), ← hvan l 1 (by omega), mul_sum]
    exact sum_congr rfl fun k _ => by ring
  have hsum : bondOrder hH i j = ∑ k, ((if hH.eigenvalues k < 0 then 1 else -1)
      * (orbital hH k i * orbital hH k j) + hH.eigenvalues k / √c
      * invSqrtSum (d / 2) (1 - hH.eigenvalues k ^ 2 / c)
      * (orbital hH k i * orbital hH k j)) := by
    rw [sum_add_distrib, hT, add_zero]
    exact bondOrder_eq_sign_sum hH hij
  rw [hsum]
  -- the remaining scalar error on each level
  have herr : ∀ k, |(if hH.eigenvalues k < 0 then 1 else -1) + hH.eigenvalues k / √c
      * invSqrtSum (d / 2) (1 - hH.eigenvalues k ^ 2 / c)|
      ≤ √c / a * (1 - a ^ 2 / c) ^ (d / 2) := by
    intro k
    obtain ⟨h1, h2⟩ := hspec k
    have h1' : a ^ 2 / c ≤ hH.eigenvalues k ^ 2 / c := by
      rw [← sq_abs (hH.eigenvalues k)]; gcongr
    have h2' : hH.eigenvalues k ^ 2 / c ≤ b ^ 2 / c := by
      rw [← sq_abs (hH.eigenvalues k)]; gcongr
    have hpos : 0 < a ^ 2 / c := by positivity
    have e := invSqrtSum_error (d / 2) (y := 1 - hH.eigenvalues k ^ 2 / c)
      (r := 1 - a ^ 2 / c) (abs_le.2 ⟨by linarith, by linarith⟩) (by linarith)
    rw [sub_sub_cancel, sub_sub_cancel, Real.sqrt_div (sq_nonneg _),
      Real.sqrt_div (sq_nonneg _), Real.sqrt_sq_eq_abs, Real.sqrt_sq ha.le,
      div_div_eq_mul_div, mul_div_assoc, mul_comm (_ ^ _)] at e
    split_ifs with hneg
    · rw [abs_of_neg hneg] at e
      convert e using 2
      ring
    · rw [abs_of_nonneg (not_lt.1 hneg), ← abs_neg] at e
      convert e using 2
      ring
  -- orthonormality turns the scalar error into a bound on the matrix element
  have hi := orbital_complete hH i i
  have hj := orbital_complete hH j j
  rw [if_pos rfl] at hi hj
  generalize √c / a * (1 - a ^ 2 / c) ^ (d / 2) = ε at herr ⊢
  refine (abs_sum_le_sum_abs _ _).trans ?_
  calc _ ≤ ∑ k, ε * ((orbital hH k i * orbital hH k i
        + orbital hH k j * orbital hH k j) / 2) := by
        refine sum_le_sum fun k _ => ?_
        rw [← add_mul, abs_mul]
        refine mul_le_mul (herr k) (abs_le.2 ⟨?_, ?_⟩) (abs_nonneg _)
          ((abs_nonneg _).trans (herr k))
        · nlinarith [sq_nonneg (orbital hH k i + orbital hH k j)]
        · nlinarith [sq_nonneg (orbital hH k i - orbital hH k j)]
    _ = ε := by
        rw [← mul_sum, ← sum_div, sum_add_distrib, hi, hj]
        ring
```

Taking the graph distance for \(d\) and using \(\sqrt c\le b\) gives the bound stated at the start. For sites in different components, Mathlib sets `G.dist` to 0, and the bound is then just \(b/a\).

```lean
/-- Let `H` vanish between distinct nonadjacent sites and have all absolute eigenvalues in
`[a, b]`, `a > 0`. The bond order between distinct sites at graph distance `d` is at most
`(b/a) * r ^ ⌊d/2⌋` in modulus, with `r = (b² - a²)/(b² + a²)`. -/
theorem abs_bondOrder_le_dist (hH : H.IsHermitian)
    (hloc : ∀ i j, i ≠ j → ¬ G.Adj i j → H i j = 0) {a b : ℝ} (ha : 0 < a)
    (hspec : ∀ k, a ≤ |hH.eigenvalues k| ∧ |hH.eigenvalues k| ≤ b) {i j : V} (hij : i ≠ j) :
    |bondOrder hH i j| ≤
      b / a * ((b ^ 2 - a ^ 2) / (b ^ 2 + a ^ 2)) ^ (G.dist i j / 2) := by
  have hab : a ≤ b := (hspec i).1.trans (hspec i).2
  have hsq : a ^ 2 ≤ b ^ 2 := by gcongr
  have hr : 0 ≤ (b ^ 2 - a ^ 2) / (b ^ 2 + a ^ 2) :=
    div_nonneg (by linarith) (by positivity)
  have hb : √((a ^ 2 + b ^ 2) / 2) ≤ b :=
    Real.sqrt_le_iff.2 ⟨by linarith, by linarith⟩
  refine (abs_bondOrder_le hH hloc ha hspec hij fun p => SimpleGraph.dist_le p).trans ?_
  exact mul_le_mul_of_nonneg_right (div_le_div_of_nonneg_right hb ha.le) (pow_nonneg hr _)
```

## Levels at \(\pm a\) only

If \(a=b\), then \(r=0\) and bond orders vanish from distance 2 onwards. More precisely, \(\sigma_k a=-\varepsilon_k\) for every level, so for \(i\ne j\)

\[ a\,P_{ij}=-\sum_k\varepsilon_k\,C_{ki}C_{kj}=-H_{ij}. \]

Ethylene, with zero site energies and coupling \(\beta<0\), has levels \(\pm|\beta|\). Its bond order is \(-\beta/|\beta|=1\), which equals the bound \(b/a=1\) at \(d=1\).

```lean
/-- If all levels have the same absolute energy `a`, then `a` times the bond order between
distinct sites is minus the Hamiltonian element between them. -/
theorem mul_bondOrder_of_flat (hH : H.IsHermitian) {a : ℝ}
    (hflat : ∀ k, |hH.eigenvalues k| = a) {i j : V} (hij : i ≠ j) :
    a * bondOrder hH i j = -H i j := by
  have h := pow_apply_eq_sum hH 1 i j
  rw [pow_one] at h
  rw [h, bondOrder_eq_sign_sum hH hij, mul_sum, ← sum_neg_distrib]
  refine sum_congr rfl fun k _ => ?_
  rw [← hflat k]
  split_ifs with hneg
  · rw [abs_of_neg hneg]; ring
  · rw [abs_of_nonneg (not_lt.1 hneg)]; ring

end

end HueckelBondOrderDecay
```

```lean
#print axioms HueckelBondOrderDecay.abs_bondOrder_le_dist
#print axioms HueckelBondOrderDecay.mul_bondOrder_of_flat
```

```
'HueckelBondOrderDecay.abs_bondOrder_le_dist' depends on axioms: [propext, Classical.choice, Quot.sound]
'HueckelBondOrderDecay.mul_bondOrder_of_flat' depends on axioms: [propext, Classical.choice, Quot.sound]
```
